# Glide translations modulo mirror type correspond to fixed lattice vectors modulo the vectors l + Ml

Applying the operation x ↦ Mx + t twice, where M is a linear involution, gives a translation by t + Mt, and `glide_classification` concerns those t for which this translation belongs to the lattice L. It states that t ↦ t + Mt induces an isomorphism from these t, modulo sums of a lattice vector and a vector s − Ms, onto the M-fixed lattice vectors modulo vectors l + Ml with l in L; it also states that each subgroup divided out lies in the group it divides. Here L is any additive subgroup of a real vector space that M maps into itself; neither discreteness nor finite dimension is assumed. The proof follows t ↦ t + Mt by the quotient map, shows that the result is surjective by taking t = l/2 for a fixed lattice vector l, identifies its kernel, and applies the first isomorphism theorem.

The first attempt, which Lean rejects:

```lean
import Mathlib

namespace GlideClassification

noncomputable section

variable {V : Type*} [AddCommGroup V] [Module ℝ V]

/-- The admissible translation parts: those `t` for which `t + M t` is a lattice vector. -/
def admissible (M : V →ₗ[ℝ] V) (L : AddSubgroup V) : AddSubgroup V :=
  L.comap (LinearMap.id + M).toAddMonoidHom

/-- The mirror-type translation parts `L + image (1 - M)`: sums of a lattice vector and a
vector `s - M s` produced by a shift of origin. -/
def mirrorType (M : V →ₗ[ℝ] V) (L : AddSubgroup V) : AddSubgroup V :=
  L ⊔ (LinearMap.id - M).toAddMonoidHom.range

/-- The lattice vectors left fixed by `M`. -/
def fixedLattice (M : V →ₗ[ℝ] V) (L : AddSubgroup V) : AddSubgroup V where
  carrier := {l | l ∈ L ∧ M l = l}
  zero_mem' := ⟨L.zero_mem, map_zero M⟩
  add_mem' := fun ha hb => ⟨L.add_mem ha.1 hb.1, by rw [map_add, ha.2, hb.2]⟩
  neg_mem' := fun ha => ⟨L.neg_mem ha.1, by rw [map_neg, ha.2]⟩

/-- The subgroup `(1 + M) L` of all vectors `l + M l` with `l` in the lattice. -/
def latticeSquares (M : V →ₗ[ℝ] V) (L : AddSubgroup V) : AddSubgroup V :=
  L.map (LinearMap.id + M).toAddMonoidHom

/-- For an involution `M`, the map sending an admissible translation part `t` to the
`M`-fixed lattice vector `t + M t`. -/
def squareHom (M : V →ₗ[ℝ] V) (L : AddSubgroup V) (hM : ∀ x, M (M x) = x) :
    admissible M L →+ fixedLattice M L :=
  AddMonoidHom.mk'
    (fun t => ⟨(t : V) + M t, t.2, by rw [map_add, hM]; exact add_comm _ _⟩)
    (fun a b => Subtype.ext (by
      show ((a : V) + b) + M ((a : V) + b) = ((a : V) + M a) + ((b : V) + M b)
      rw [map_add]
      abel))

/-- A translation part is of mirror type exactly when it is a lattice vector plus
`s - M s` for some shift of origin `s`. -/
theorem mem_mirrorType (M : V →ₗ[ℝ] V) (L : AddSubgroup V) (t : V) :
    t ∈ mirrorType M L ↔ ∃ l ∈ L, ∃ s, t = l + (s - M s) := by
  constructor
  · intro h
    obtain ⟨l, hl, y, hy, rfl⟩ := AddSubgroup.mem_sup.1 h
    obtain ⟨s, rfl⟩ := AddMonoidHom.mem_range.1 hy
    exact ⟨l, hl, s, rfl⟩
  · rintro ⟨l, hl, s, rfl⟩
    exact AddSubgroup.mem_sup.2 ⟨l, hl, s - M s, ⟨s, rfl⟩, rfl⟩

/-- For an involution `M`, a translation part `t` is of mirror type exactly when
`t + M t` equals `l + M l` for some lattice vector `l`. -/
theorem mirrorType_iff_square (M : V →ₗ[ℝ] V) (L : AddSubgroup V)
    (hM : ∀ x, M (M x) = x) (t : V) :
    t ∈ mirrorType M L ↔ t + M t ∈ latticeSquares M L := by
  rw [mem_mirrorType]
  constructor
  · rintro ⟨l, hl, s, rfl⟩
    refine ⟨l, hl, ?_⟩
    show l + M l = l + (s - M s) + M (l + (s - M s))
    simp only [map_add, map_sub, hM]
    abel
  · rintro ⟨l, hl, h⟩
    have h' : l + M l = t + M t := h
    -- half of `t - l` is the required shift of origin
    refine ⟨l, hl, (1 / 2 : ℝ) • (t - l), ?_⟩
    rw [map_smul, map_sub]
    linear_combination (norm := module) (-(1 / 2) : ℝ) • h'

/-- **Classification of glide vectors.** Let the involution `M` preserve the lattice `L`.
Then `t ↦ t + M t` induces an isomorphism from the admissible translation parts modulo
`L + image (1 - M)` onto the `M`-fixed lattice vectors modulo `(1 + M) L`, and both
denominators are contained in their numerators. -/
theorem glide_classification (M : V →ₗ[ℝ] V) (L : AddSubgroup V)
    (hM : ∀ x, M (M x) = x) (hL : ∀ l ∈ L, M l ∈ L) :
    mirrorType M L ≤ admissible M L ∧ latticeSquares M L ≤ fixedLattice M L ∧
    ∃ e : (admissible M L ⧸ (mirrorType M L).addSubgroupOf (admissible M L)) ≃+
        (fixedLattice M L ⧸ (latticeSquares M L).addSubgroupOf (fixedLattice M L)),
      ∀ t : admissible M L,
        e (QuotientAddGroup.mk t) = QuotientAddGroup.mk (squareHom M L hM t) := by
  have hsq : latticeSquares M L ≤ fixedLattice M L := by
    rintro _ ⟨l, hl, rfl⟩
    refine ⟨L.add_mem hl (hL l hl), ?_⟩
    show M (l + M l) = l + M l
    rw [map_add, hM]
    exact add_comm _ _
  refine ⟨fun t ht => (hsq ((mirrorType_iff_square M L hM t).1 ht)).1, hsq, ?_⟩
  let g := (QuotientAddGroup.mk'
    ((latticeSquares M L).addSubgroupOf (fixedLattice M L))).comp (squareHom M L hM)
  -- every fixed lattice vector `l` is the square of the operation with `t = l / 2`
  have hg : Function.Surjective g := by
    intro q
    obtain ⟨l, rfl⟩ := QuotientAddGroup.mk_surjective q
    have hl : (1 / 2 : ℝ) • (l : V) + M ((1 / 2 : ℝ) • (l : V)) = l := by
      rw [map_smul, l.2.2]
      module
    have hmem : (1 / 2 : ℝ) • (l : V) ∈ admissible M L := by
      show (1 / 2 : ℝ) • (l : V) + M ((1 / 2 : ℝ) • (l : V)) ∈ L
      rw [hl]
      exact l.2.1
    exact ⟨⟨_, hmem⟩, congrArg QuotientAddGroup.mk (Subtype.ext hl)⟩
  -- the kernel consists of the mirror-type translation parts
  have hker : (mirrorType M L).addSubgroupOf (admissible M L) = g.ker := by
    ext t
    rw [AddMonoidHom.mem_ker, AddSubgroup.mem_addSubgroupOf, mirrorType_iff_square M L hM]
    exact (QuotientAddGroup.eq_zero_iff (squareHom M L hM t)).symm
  exact ⟨(QuotientAddGroup.quotientAddEquivOfEq hker).trans
    (QuotientAddGroup.quotientKerEquivOfSurjective g hg), fun _ => rfl⟩

end

end GlideClassification
```

The error:

```
Main.lean:107:11: error: typeclass instance problem is stuck
  AddSubgroup.Normal ?m.394

Note: Lean will not try to resolve this typeclass instance problem because the third type argument to `AddSubgroup.Normal` is a metavariable. This argument must be fully determined before Lean will try to resolve the typeclass.

Hint: Adding type annotations and supplying implicit arguments to functions can give Lean more information for typeclass resolution. For example, if you have a variable `x` that you intend to be a `Nat`, but Lean reports it as having an unresolved type like `?m`, replacing `x` with `(x : Nat)` can get typeclass resolution un-stuck.
```

What went wrong. The error is in the kernel computation. `QuotientAddGroup.eq_zero_iff` says that an element's class in a quotient is zero exactly when the element lies in the subgroup divided out. That subgroup is an implicit argument, and the lemma needs an instance saying that it is normal. The explicit argument `squareHom M L hM t` fixes the ambient group `fixedLattice M L`, but not the subgroup, which has to come from comparing the reversed equivalence with the goal. The goal, however, speaks of `g t = 0` and of `t + M t` lying in `latticeSquares M L`, a subgroup of `V`. It agrees with the lemma's statement only after definitions are unfolded, and the comparison does not determine the subgroup. The subgroup remains a metavariable, so the search for the `AddSubgroup.Normal` instance is stuck.

The repair states the equivalence first, as `key`, with the quotient by `(latticeSquares M L).addSubgroupOf (fixedLattice M L)` written out. This type has the same form as the lemma and determines the subgroup, so the instance can be found; the element can then be left as `_`. In `exact key.symm` nothing is left to infer: Lean only has to check that the reversed equivalence agrees with the goal by unfolding definitions, and it does.

The mended proof, as a diff:

```diff
@@ -105,5 +105,9 @@
     ext t
     rw [AddMonoidHom.mem_ker, AddSubgroup.mem_addSubgroupOf, mirrorType_iff_square M L hM]
-    exact (QuotientAddGroup.eq_zero_iff (squareHom M L hM t)).symm
+    have key : (QuotientAddGroup.mk (squareHom M L hM t) :
+        fixedLattice M L ⧸ (latticeSquares M L).addSubgroupOf (fixedLattice M L)) = 0 ↔
+        squareHom M L hM t ∈ (latticeSquares M L).addSubgroupOf (fixedLattice M L) :=
+      QuotientAddGroup.eq_zero_iff _
+    exact key.symm
   exact ⟨(QuotientAddGroup.quotientAddEquivOfEq hker).trans
     (QuotientAddGroup.quotientKerEquivOfSurjective g hg), fun _ => rfl⟩
```
